# A matrix that turns A ⊗ B into B ⊗ A for all A and B is a multiple of the swap

If exchange of two particles is specified only by its effect on operators, turning A ⊗ B into B ⊗ A for all one-particle matrices A and B, then without a uniqueness result two matrices meeting that specification might act on states in quite different ways. The theorem `exchanges_iff` shows that they can differ only by a complex factor from the matrix that swaps the two labels.

```lean
import Mathlib

open Matrix
open scoped Kronecker

namespace ExchangeOperatorUniqueness

noncomputable section

variable {n : Type*} [Fintype n] [DecidableEq n]

/-- The exchange matrix on two particles, with entry one where the row labels are the
column labels in reversed order, and zero elsewhere. -/
def exchange : Matrix (n × n) (n × n) ℂ :=
  Matrix.of fun r c => if r.swap = c then 1 else 0

/-- The product state with the first particle in `u` and the second in `v`. -/
def pairState (u v : n → ℂ) : n × n → ℂ := fun r => u r.1 * v r.2

/-- `X` exchanges the particles: moving it past `A ⊗ B` turns that operator into `B ⊗ A`. -/
def Exchanges (X : Matrix (n × n) (n × n) ℂ) : Prop :=
  ∀ A B : Matrix n n ℂ, X * (A ⊗ₖ B) = (B ⊗ₖ A) * X

/-- The transition operator `|a⟩⟨k|` between two basis states of one particle. -/
def transition (a k : n) : Matrix n n ℂ :=
  Matrix.of fun p q => if p = a then (if q = k then 1 else 0) else 0

/-- Multiplying by the exchange matrix from the left swaps the two row labels. -/
theorem exchange_mul_apply (M : Matrix (n × n) (n × n) ℂ) (r c : n × n) :
    ((exchange : Matrix (n × n) (n × n) ℂ) * M) r c = M r.swap c := by
  simp [Matrix.mul_apply, exchange]

/-- The exchange matrix turns the product state `u ⊗ v` into `v ⊗ u`. -/
theorem exchange_mulVec (u v : n → ℂ) :
    exchange *ᵥ pairState u v = pairState v u := by
  ext r
  simp [Matrix.mulVec, dotProduct, exchange, pairState, mul_comm]

/-- Exchanging the particles twice is the identity. -/
theorem exchange_mul_self : (exchange * exchange : Matrix (n × n) (n × n) ℂ) = 1 := by
  ext r c
  rw [exchange_mul_apply]
  simp [exchange, Matrix.one_apply]

/-- The exchange matrix carries `A ⊗ B` into `B ⊗ A`. -/
theorem exchange_mul_kronecker (A B : Matrix n n ℂ) :
    exchange * (A ⊗ₖ B) = (B ⊗ₖ A) * exchange := by
  ext r c
  have h : ∀ x : n × n, x.swap = c ↔ x = c.swap := fun x =>
    ⟨fun h => by rw [← h, Prod.swap_swap], fun h => by rw [h, Prod.swap_swap]⟩
  rw [exchange_mul_apply]
  simp [Matrix.mul_apply, exchange, h, Matrix.kroneckerMap_apply, mul_comm]

/- If the relevant columns of `A` and `B` are basis vectors, the product picks out
one column of `X`. -/
private theorem mul_kron_column (X : Matrix (n × n) (n × n) ℂ) {A B : Matrix n n ℂ}
    {a b k l : n} (r : n × n) (hA : ∀ p, A p k = if p = a then 1 else 0)
    (hB : ∀ q, B q l = if q = b then 1 else 0) :
    (X * (A ⊗ₖ B)) r (k, l) = X r (a, b) := by
  rw [Matrix.mul_apply, Finset.sum_eq_single (a, b)]
  · simp [Matrix.kroneckerMap_apply, hA, hB]
  · rintro ⟨p, q⟩ _ hne
    by_cases hp : p = a
    · have hq : q ≠ b := fun hq => hne (by rw [hp, hq])
      simp [Matrix.kroneckerMap_apply, hB, hq]
    · simp [Matrix.kroneckerMap_apply, hA, hp]
  · intro h
    exact absurd (Finset.mem_univ _) h

/- If the relevant rows of `A` and `B` are `α` and `β` times basis vectors, the product
picks out one row of `X`, multiplied by `α * β`. -/
private theorem kron_mul_row (X : Matrix (n × n) (n × n) ℂ) {A B : Matrix n n ℂ}
    {a b i j : n} {α β : ℂ} (c : n × n) (hA : ∀ p, A i p = if p = a then α else 0)
    (hB : ∀ q, B j q = if q = b then β else 0) :
    ((A ⊗ₖ B) * X) (i, j) c = α * β * X (a, b) c := by
  rw [Matrix.mul_apply, Finset.sum_eq_single (a, b)]
  · simp [Matrix.kroneckerMap_apply, hA, hB]
  · rintro ⟨p, q⟩ _ hne
    by_cases hp : p = a
    · have hq : q ≠ b := fun hq => hne (by rw [hp, hq])
      simp [Matrix.kroneckerMap_apply, hB, hq]
    · simp [Matrix.kroneckerMap_apply, hA, hp]
  · intro h
    exact absurd (Finset.mem_univ _) h

omit [Fintype n] in
private theorem transition_column (a k p : n) :
    transition a k p k = if p = a then 1 else 0 := by
  simp [transition]

omit [Fintype n] in
private theorem transition_row (a k i q : n) :
    transition a k i q = if q = k then (if i = a then 1 else 0) else 0 := by
  simp only [transition, Matrix.of_apply]
  split_ifs <;> rfl

/-- An operator exchanges the two particles if and only if it is a complex multiple of
the exchange matrix. -/
theorem exchanges_iff (X : Matrix (n × n) (n × n) ℂ) :
    Exchanges X ↔ ∃ c : ℂ, X = c • exchange := by
  constructor
  · intro hX
    rcases isEmpty_or_nonempty n with hn | ⟨⟨o⟩⟩
    · exact ⟨0, by ext r c; exact isEmptyElim r.1⟩
    · refine ⟨X (o, o) (o, o), ?_⟩
      ext ⟨i, j⟩ ⟨a, b⟩
      -- insert |a⟩⟨o| and |b⟩⟨o| and read off one matrix element
      have h := congrFun (congrFun (hX (transition a o) (transition b o)) (i, j)) (o, o)
      rw [mul_kron_column X (i, j) (transition_column a o) (transition_column b o),
        kron_mul_row X (o, o) (transition_row b o i) (transition_row a o j)] at h
      rw [h]
      by_cases hi : i = b <;> by_cases hj : j = a <;> simp [exchange, hi, hj]
  · rintro ⟨c, rfl⟩ A B
    rw [Matrix.smul_mul, Matrix.mul_smul, exchange_mul_kronecker]

/-- `X * (A ⊗ 1) = (1 ⊗ A) * X` holds for every one-particle matrix `A` if and only if `X` is the
exchange matrix times `1 ⊗ C` for some one-particle matrix `C`. -/
theorem one_sided_iff (X : Matrix (n × n) (n × n) ℂ) :
    (∀ A : Matrix n n ℂ, X * (A ⊗ₖ (1 : Matrix n n ℂ)) = ((1 : Matrix n n ℂ) ⊗ₖ A) * X) ↔
      ∃ C : Matrix n n ℂ, X = exchange * ((1 : Matrix n n ℂ) ⊗ₖ C) := by
  constructor
  · intro hX
    rcases isEmpty_or_nonempty n with hn | ⟨⟨o⟩⟩
    · exact ⟨0, by ext r c; exact isEmptyElim r.1⟩
    · refine ⟨Matrix.of fun i l => X (i, o) (o, l), ?_⟩
      ext ⟨i, j⟩ ⟨a, l⟩
      have hrow : ∀ p, (1 : Matrix n n ℂ) i p = if p = i then 1 else 0 := by
        intro p
        by_cases h : p = i
        · rw [h, Matrix.one_apply_eq, if_pos rfl]
        · simp [h, Ne.symm h]
      have h := congrFun (congrFun (hX (transition a o)) (i, j)) (o, l)
      rw [mul_kron_column X (i, j) (transition_column a o) (fun q => Matrix.one_apply),
        kron_mul_row X (o, l) hrow (transition_row a o j)] at h
      rw [h, exchange_mul_apply]
      by_cases hj : j = a <;> simp [Matrix.kroneckerMap_apply, hj]
  · rintro ⟨C, rfl⟩ A
    -- both sides equal exchange * (A ⊗ C)
    rw [Matrix.mul_assoc, ← Matrix.mul_kronecker_mul, ← Matrix.mul_assoc,
      ← exchange_mul_kronecker A 1, Matrix.mul_assoc, ← Matrix.mul_kronecker_mul]
    simp

/-- For a nonzero one-particle state `v`, the exchange matrix is the only operator that
exchanges the particles and leaves `v ⊗ v` unchanged. -/
theorem exchanges_and_fixes_iff (X : Matrix (n × n) (n × n) ℂ) {v : n → ℂ} (hv : v ≠ 0) :
    (Exchanges X ∧ X *ᵥ pairState v v = pairState v v) ↔ X = exchange := by
  constructor
  · rintro ⟨hX, hfix⟩
    obtain ⟨c, rfl⟩ := (exchanges_iff X).1 hX
    obtain ⟨i, hi⟩ := Function.ne_iff.1 hv
    have hs : (c • exchange) *ᵥ pairState v v = c • (exchange *ᵥ pairState v v) := by
      ext r
      simp only [Matrix.mulVec, dotProduct, Matrix.smul_apply, Pi.smul_apply, smul_eq_mul,
        Finset.mul_sum, mul_assoc]
    rw [hs, exchange_mulVec] at hfix
    -- a nonzero amplitude of v ⊗ v fixes the constant
    have h : c * (v i * v i) = v i * v i := congrFun hfix (i, i)
    have hc : c = 1 := mul_right_cancel₀ (mul_ne_zero hi hi) (by rw [one_mul]; exact h)
    rw [hc, one_smul]
  · rintro rfl
    exact ⟨exchange_mul_kronecker, exchange_mulVec v v⟩

/-- The operators that exchange the particles and square to one are exactly the exchange
matrix and its negative. -/
theorem exchanges_and_involutive_iff (X : Matrix (n × n) (n × n) ℂ) :
    (Exchanges X ∧ X * X = 1) ↔ X = exchange ∨ X = -exchange := by
  constructor
  · rintro ⟨hX, hsq⟩
    obtain ⟨c, rfl⟩ := (exchanges_iff X).1 hX
    rcases isEmpty_or_nonempty n with hn | ⟨⟨o⟩⟩
    · left
      ext r s
      exact isEmptyElim r.1
    · rw [Matrix.smul_mul, Matrix.mul_smul, smul_smul, exchange_mul_self] at hsq
      have h := congrFun (congrFun hsq (o, o)) (o, o)
      have hc : c * c = 1 := by simpa using h
      rcases mul_self_eq_one_iff.1 hc with rfl | rfl
      · left; simp
      · right; simp
  · rintro (rfl | rfl)
    · exact ⟨exchange_mul_kronecker, exchange_mul_self⟩
    · exact ⟨(exchanges_iff _).2 ⟨-1, by simp⟩, by rw [neg_mul_neg, exchange_mul_self]⟩

end

end ExchangeOperatorUniqueness
```

```lean
#print axioms ExchangeOperatorUniqueness.exchange_mulVec
#print axioms ExchangeOperatorUniqueness.one_sided_iff
#print axioms ExchangeOperatorUniqueness.exchanges_and_fixes_iff
#print axioms ExchangeOperatorUniqueness.exchanges_and_involutive_iff
```

```
'ExchangeOperatorUniqueness.exchange_mulVec' depends on axioms: [propext, Classical.choice, Quot.sound]
'ExchangeOperatorUniqueness.one_sided_iff' depends on axioms: [propext, Classical.choice, Quot.sound]
'ExchangeOperatorUniqueness.exchanges_and_fixes_iff' depends on axioms: [propext, Classical.choice, Quot.sound]
'ExchangeOperatorUniqueness.exchanges_and_involutive_iff' depends on axioms: [propext, Classical.choice, Quot.sound]
```

## Two particles with the same finite set of states

The finite type `n` labels an orthonormal basis of one particle's state space, so its number of elements is the dimension d. The theorems also cover an empty `n`, but the remarks on the factor c below take d ≥ 1. A two-particle basis state is a pair of labels, first particle first, and a two-particle operator is a complex matrix with rows and columns indexed by `n × n`. Write X(i,j; a,b) for the entry of X in row (i,j) and column (a,b), and δ(i,b) for 1 if i = b and 0 otherwise. The symbol `⊗ₖ` is the Kronecker product:

(A ⊗ B)(i,j; a,b) = A(i,a) B(j,b)

The matrix `exchange`, called P below, has entries

P(i,j; a,b) = δ(j,a) δ(i,b)

and `exchange_mulVec` confirms that it sends u ⊗ v to v ⊗ u. The predicate `Exchanges X` is the condition

X (A ⊗ B) = (B ⊗ A) X for all A and B

and `exchanges_iff` says that it holds exactly when X = cP for some complex number c. Nothing requires X to be unitary or even invertible, so X = 0 is among the solutions. If X is also unitary, then |c| = 1 and only a phase is left open.

The setting is two particles with the same finite-dimensional one-particle space. Infinite-dimensional spaces and more than two particles are not treated, and no symmetry of the states is imposed: P acts on the full product space, which for d ≥ 2 contains both symmetric and antisymmetric states. For two spins 1/2, P is the operator with eigenvalue +1 on the triplet and −1 on the singlet, which is how it enters the exchange coupling of a two-spin model.

## One matrix element determines the rest

That P itself satisfies the condition follows by comparing entries. Multiplying by P from the left swaps the row labels (`exchange_mul_apply`), and multiplying from the right swaps the column labels, so

(P (A ⊗ B))(i,j; a,b) = A(j,a) B(i,b) = ((B ⊗ A) P)(i,j; a,b)

This is `exchange_mul_kronecker`, and a factor c on both sides changes nothing.

For the other direction, fix a basis state o and insert A = |a⟩⟨o| and B = |b⟩⟨o|, written `transition a o` and `transition b o`. Take the entry in row (i,j) and column (o,o). On the left, column o of A is the basis vector a and column o of B is the basis vector b, so the sum over intermediate states has one surviving term:

(X (A ⊗ B))(i,j; o,o) = X(i,j; a,b)

On the right, row i of B is δ(i,b)⟨o| and row j of A is δ(j,a)⟨o|, so

((B ⊗ A) X)(i,j; o,o) = δ(i,b) δ(j,a) X(o,o; o,o)

Equating the two gives

X(i,j; a,b) = X(o,o; o,o) P(i,j; a,b)

which is X = cP with c = ⟨oo|X|oo⟩.

The Lean proof takes the same route. The two uses of `congrFun` select the row and the column, `mul_kron_column` collapses the sum on the left, and `kron_mul_row` collapses the one on the right. The latter carries factors α and β because a row of a transition operator may vanish. The final `by_cases` compares the result with the entries of P. An empty `n` is handled separately, since it offers no state o.

## What the second particle's condition adds

Suppose only observables of the first particle are required to move across:

X (A ⊗ 1) = (1 ⊗ A) X for all A

Then `one_sided_iff` gives the solutions X = P (1 ⊗ C) with any one-particle matrix C, and for d ≥ 2 these include more than the multiples of P. Inserting A = |a⟩⟨o| again and reading row (i,j), column (o,l), gives

X(i,j; a,l) = δ(j,a) X(i,o; o,l)

This is the corresponding entry of P (1 ⊗ C) with C(i,l) = X(i,o; o,l). Conversely, every such X works, because

P (1 ⊗ C)(A ⊗ 1) = P (A ⊗ 1)(1 ⊗ C) = (1 ⊗ A) P (1 ⊗ C)

When C is unitary this has a physical reading: the second particle may undergo any unitary operation C before the swap without disturbing the transfer of the first particle's observables.

## Fixing the factor

Two further conditions, taken separately, restrict c: the first fixes it completely, the second up to a sign. In `exchanges_and_fixes_iff`, X must leave v ⊗ v unchanged for one nonzero v, which need not be normalised. Since P leaves v ⊗ v alone, a component with v(i) ≠ 0 gives

c v(i)² = v(i)²

so c = 1 and X = P. In `exchanges_and_involutive_iff`, the requirement is X² = 1. Because P² = 1 (`exchange_mul_self`), this becomes c² = 1, and X is P or −P. The sign is therefore a matter of convention as long as only the action on operators and the square are prescribed.

The smallest physical case is d = 1. There P is the 1 × 1 matrix with entry 1, all matrices commute, and every X satisfies the exchange condition, in agreement with X = cP.

## Checking a swap in code

A program that builds a two-particle swap, for instance as a product of gates on two qubits, can be tested without trying many pairs A and B. Read c from the diagonal entry of X for any doubled basis state (o,o), then compare X with cP entry by entry. In exact arithmetic, agreement is equivalent to the exchange condition for all A and B. The zero matrix passes this comparison with c = 0, so for a swap that is meant to be unitary, check also that |c| = 1. To apply P to a state there is no need to store a d² × d² matrix: with the amplitudes arranged as a d × d array, first particle along the rows, P is the transpose, without complex conjugation.
